# Mirror selection rule for flexural phonons, and the angular integral of a squared coupling 1/q²

An electron in a flat sheet one atom thick, with no substrate and no perpendicular electric field, meets vibrations that move the atoms out of the plane. Reflection in the plane reverses such a displacement, so the electronic operator that multiplies it must change sign under the reflection. In a buckled sheet the atoms do not lie in one plane and this mirror symmetry is absent. Two questions follow: what does the mirror forbid, and what happens to the total scattering if, once the mirror is gone, the squared coupling grows as 1/q² at small momentum transfer q?

## Parity of the coupling

Let M be the unitary mirror operation and V a coupling with MV = −VM. Take two states with the same mirror eigenvalue, Mu = μu and Mw = μw. If u = 0, the matrix element ⟨u, Vw⟩ vanishes trivially. Otherwise unitarity gives

⟨u, u⟩ = ⟨Mu, Mu⟩ = μ̄μ⟨u, u⟩,

so μ̄μ = 1. Inserting M on both sides of the matrix element,

⟨u, Vw⟩ = ⟨Mu, MVw⟩ = −⟨Mu, VMw⟩ = −μ̄μ⟨u, Vw⟩ = −⟨u, Vw⟩,

and therefore ⟨u, Vw⟩ = 0. One flexural phonon cannot scatter an electron between states of equal mirror parity at first order in the displacement.

For two odd couplings V and W, the signs cancel: MVW = VWM. If now Mw = −μw, the same insertion gives

⟨u, VWw⟩ = −μ̄μ⟨u, VWw⟩ = −⟨u, VWw⟩,

so the product connects no states of opposite parity.

## Small-angle scattering without the mirror

For elastic scattering by an angle θ on a circle of radius k > 0, the momentum transfer is

q = 2k sin(θ/2).

Take the squared coupling to be 1/q², with constants omitted. The loss of the mirror allows a coupling but does not fix its power of q, so this form is postulated. It stands for a coupling linear in q to flexural modes with frequency proportional to q², whose thermal mean-square displacement in the classical regime goes as 1/q⁴.

Differentiating the cotangent gives

d/dθ [−cot(θ/2)/(2k²)] = 1/(4k² sin²(θ/2)) = 1/q².

Let θ₀ in (0, π] be the cutoff angle and q₀ = 2k sin(θ₀/2) its momentum transfer. Since cot(π/2) = 0, the integral from θ₀ to π is

I = cot(θ₀/2)/(2k²).

The cosine of θ₀/2 is nonnegative, so 2k cos(θ₀/2) = √(4k² − q₀²), and

I = √(4k² − q₀²)/(2k² q₀).

Multiplying by q₀ and letting q₀ → 0⁺,

q₀ I = √(4k² − q₀²)/(2k²) → 2k/(2k²) = 1/k.

Hence I grows as 1/(k q₀) and diverges. In a simulation of this elastic model with squared coupling 1/q², the total scattering rate at fixed k thus grows in inverse proportion to the smallest momentum transfer retained, once that is small compared with k.

Momentum loss carries the additional weight 1 − cos θ = 2 sin²(θ/2), which cancels the singularity:

(1 − cos θ)/q² = 1/(2k²).

The weighted integral is (π − θ₀)/(2k²), which stays bounded as θ₀ → 0.

## The selection rule in Lean

The states live in `E`, a complex inner product space of any dimension.

```lean
import Mathlib

open Filter Topology ComplexConjugate
open scoped Real

namespace FlexuralScattering

noncomputable section

section Selection

variable {E : Type*} [NormedAddCommGroup E] [InnerProductSpace ℂ E]
```

The type `E ≃ₗᵢ[ℂ] E` consists of invertible linear maps that preserve the norm, which are the unitary operators. The coupling `V` is a linear map defined on all of `E`; an operator defined only on a smaller domain is not covered. Oddness is the anticommutation relation, applied to each state.

```lean
/-- A coupling `V` is odd under the mirror operation `M` when `M V = -V M`. -/
def IsMirrorOdd (M : E ≃ₗᵢ[ℂ] E) (V : E →ₗ[ℂ] E) : Prop :=
  ∀ x, M (V x) = -V (M x)
```

The phase condition follows from `M.inner_map_map`, which says that M preserves inner products. The inner product is conjugate-linear in its first argument, which produces μ̄μ, and the nonzero factor ⟨u, u⟩ is then cancelled.

```lean
/-- The mirror eigenvalue of a nonzero state is a pure phase. -/
theorem mirror_eigenvalue_phase (M : E ≃ₗᵢ[ℂ] E) {u : E} {μ : ℂ}
    (h0 : u ≠ 0) (hu : M u = μ • u) : conj μ * μ = 1 := by
  have h := M.inner_map_map u u
  rw [hu, inner_smul_left, inner_smul_right] at h
  exact mul_right_cancel₀ ((inner_self_ne_zero (𝕜 := ℂ)).2 h0)
    (by linear_combination h)
```

The selection rule allows any common eigenvalue μ, so it also serves for spinor states with mirror eigenvalues ±i. The rewriting line carries out the chain of equalities above, and `linear_combination` combines its result with μ̄μ = 1.

```lean
/-- Mirror selection rule: a mirror-odd coupling has no matrix element between
two states with the same mirror eigenvalue. -/
theorem mirror_selection_rule (M : E ≃ₗᵢ[ℂ] E) (V : E →ₗ[ℂ] E)
    (hV : IsMirrorOdd M V) {u w : E} {μ : ℂ}
    (hu : M u = μ • u) (hw : M w = μ • w) : inner ℂ u (V w) = 0 := by
  by_cases h0 : u = 0
  · simp [h0]
  have hμ := mirror_eigenvalue_phase M h0 hu
  -- insert the mirror operation on both sides of the matrix element
  have h := M.inner_map_map u (V w)
  rw [hV, hu, hw, map_smul, inner_neg_right, inner_smul_left, inner_smul_right] at h
  linear_combination (-1 / 2) * h - (1 / 2) * inner ℂ u (V w) * hμ
```

For the product, M passes two couplings and picks up two signs; a third comes from the opposite eigenvalue of `w`. The statement concerns the bare product `V (W w)`, with no propagator between the two events.

```lean
/-- Two mirror-odd couplings in succession have no matrix element between states
with opposite mirror eigenvalues. -/
theorem two_phonon_selection_rule (M : E ≃ₗᵢ[ℂ] E) (V W : E →ₗ[ℂ] E)
    (hV : IsMirrorOdd M V) (hW : IsMirrorOdd M W) {u w : E} {μ : ℂ}
    (hu : M u = μ • u) (hw : M w = -(μ • w)) : inner ℂ u (V (W w)) = 0 := by
  by_cases h0 : u = 0
  · simp [h0]
  have hμ := mirror_eigenvalue_phase M h0 hu
  have h := M.inner_map_map u (V (W w))
  rw [hV, hW, hu, hw] at h
  simp only [map_neg, map_smul, neg_neg, inner_neg_right, inner_smul_left,
    inner_smul_right] at h
  linear_combination (-1 / 2) * h - (1 / 2) * inner ℂ u (V (W w)) * hμ

end Selection
```

## A two-layer example

A two-component space shows that an odd coupling need not vanish altogether. Take two identical layers, one directly above the other, with one s orbital on each. The mirror plane halfway between them exchanges the two amplitudes. For p_z orbitals the exchange would carry an extra minus sign, which swaps the names even and odd below.

```lean
/-- The mirror operation of a two-layer sheet, which exchanges the layer amplitudes. -/
def layerSwap : EuclideanSpace ℂ (Fin 2) ≃ₗᵢ[ℂ] EuclideanSpace ℂ (Fin 2) :=
  LinearIsometryEquiv.piLpCongrLeft 2 ℂ ℂ (Equiv.swap 0 1)
```

The coupling is a potential of opposite sign on the layers.

```lean
/-- A potential of opposite sign on the two layers. -/
def layerBias : EuclideanSpace ℂ (Fin 2) →ₗ[ℂ] EuclideanSpace ℂ (Fin 2) where
  toFun x := !₂[x 0, -x 1]
  map_add' x y := by
    ext i
    fin_cases i <;> simp [add_comm]
  map_smul' c x := by
    ext i
    fin_cases i <;> simp
```

The bias takes the even state (1, 1) to the odd state (1, −1). The matrix element is 2 for these unnormalised vectors and 1 after normalisation. The proof checks the components one by one.

```lean
/-- The layer bias is odd under layer exchange, and it couples the even state `(1, 1)`
to the odd state `(1, -1)` with matrix element 2. -/
theorem mirror_selection_rule_witness :
    IsMirrorOdd layerSwap layerBias ∧
    layerSwap !₂[1, 1] = (1 : ℂ) • !₂[1, 1] ∧
    layerSwap !₂[1, -1] = -((1 : ℂ) • !₂[1, -1]) ∧
    inner ℂ (!₂[1, -1] : EuclideanSpace ℂ (Fin 2)) (layerBias !₂[1, 1]) = 2 := by
  have hs0 : ∀ x, layerSwap x 0 = x 1 := fun _ => rfl
  have hs1 : ∀ x, layerSwap x 1 = x 0 := fun _ => rfl
  refine ⟨?_, ?_, ?_, ?_⟩
  · intro x
    ext i
    fin_cases i <;> simp [hs0, hs1, layerBias]
  · ext i
    fin_cases i <;> simp [hs0, hs1]
  · ext i
    fin_cases i <;> simp [hs0, hs1]
  · rw [PiLp.inner_apply, Fin.sum_univ_two]
    norm_num [layerBias]
```

## The cutoff integral in Lean

The next definitions fix the kinematics and the integrand. The range of angles covers one half of the circle, and no density of states or wavefunction overlap is included. The 1/q² law enters through `scatteringIntegral`; it is not derived from the loss of mirror symmetry.

```lean
/-- Momentum transfer `q = 2k sin(θ/2)` in elastic scattering by the angle `θ`. -/
def momentumTransfer (k θ : ℝ) : ℝ := 2 * k * Real.sin (θ / 2)

/-- Integral of the squared coupling `1/q²` over scattering angles from `θ₀` to `π`,
for `k > 0` and `0 < θ₀ ≤ π`. -/
def scatteringIntegral (k θ₀ : ℝ) : ℝ :=
  ∫ θ in θ₀..π, 1 / momentumTransfer k θ ^ 2
```

To use q₀ as the variable, the momentum transfer is inverted.

```lean
/-- The scattering angle with momentum transfer `q₀`, for `0 < q₀ < 2k`. -/
def cutoffAngle (k q₀ : ℝ) : ℝ := 2 * Real.arcsin (q₀ / (2 * k))
```

For 0 < q₀ < 2k, the bounds on the arcsine place this angle strictly between 0 and π, and taking the sine recovers q₀.

```lean
/-- For `0 < q₀ < 2k` the cutoff angle lies strictly between `0` and `π` and has
momentum transfer `q₀`. -/
theorem cutoffAngle_spec {k q₀ : ℝ} (h0 : 0 < q₀) (h1 : q₀ < 2 * k) :
    0 < cutoffAngle k q₀ ∧ cutoffAngle k q₀ < π ∧
      momentumTransfer k (cutoffAngle k q₀) = q₀ := by
  have hk : 0 < 2 * k := h0.trans h1
  have hx0 : 0 < q₀ / (2 * k) := div_pos h0 hk
  have hx1 : q₀ / (2 * k) < 1 := (div_lt_one hk).2 h1
  have ha := Real.arcsin_pos.2 hx0
  have hb := Real.arcsin_lt_pi_div_two.2 hx1
  unfold cutoffAngle momentumTransfer
  refine ⟨by linarith, by linarith, ?_⟩
  rw [mul_div_cancel_left₀ _ (two_ne_zero' ℝ),
    Real.sin_arcsin (by linarith) hx1.le, mul_div_cancel₀ _ hk.ne']
```

In the main evaluation, `hs` records that sin(θ/2) is positive over the whole range, `hd` is the derivative of the cotangent expression, and `hi` gives integrability by continuity. The step `hr` identifies the square root with 2k cos(θ₀/2). The fundamental theorem of calculus then gives the closed form, including the backscattering endpoint θ₀ = π, where both sides are zero.

```lean
/-- With squared coupling `1/q²` and a cutoff angle of momentum transfer `q₀`, the
angular integral equals `√(4k² - q₀²) / (2k² q₀)`. -/
theorem scatteringIntegral_eq {k q₀ θ₀ : ℝ} (hk : 0 < k) (h0 : 0 < θ₀) (h1 : θ₀ ≤ π)
    (hq : momentumTransfer k θ₀ = q₀) :
    scatteringIntegral k θ₀ = Real.sqrt (4 * k ^ 2 - q₀ ^ 2) / (2 * k ^ 2 * q₀) := by
  subst hq
  have hs : ∀ θ ∈ Set.uIcc θ₀ π, 0 < Real.sin (θ / 2) := by
    intro θ hθ
    rw [Set.uIcc_of_le h1] at hθ
    exact Real.sin_pos_of_pos_of_lt_pi (by linarith [hθ.1])
      (by linarith [hθ.2, Real.pi_pos])
  -- the antiderivative is -cot(θ/2) / (2k²)
  have hd : ∀ θ ∈ Set.uIcc θ₀ π, HasDerivAt
      (fun t : ℝ => -(Real.cos (t / 2) / Real.sin (t / 2)) / (2 * k ^ 2))
      (1 / momentumTransfer k θ ^ 2) θ := by
    intro θ hθ
    have h2 : HasDerivAt (fun t : ℝ => t / 2) (1 / 2) θ := (hasDerivAt_id' θ).div_const 2
    have h := ((h2.cos.fun_div h2.sin (hs θ hθ).ne').fun_neg).div_const (2 * k ^ 2)
    refine h.congr_deriv ?_
    have e : -Real.sin (θ / 2) * (1 / 2) * Real.sin (θ / 2)
        - Real.cos (θ / 2) * (Real.cos (θ / 2) * (1 / 2)) = -(1 / 2) := by
      linear_combination (-1 / 2) * Real.sin_sq_add_cos_sq (θ / 2)
    rw [e]
    unfold momentumTransfer
    ring
  have hi : IntervalIntegrable (fun θ => 1 / momentumTransfer k θ ^ 2)
      MeasureTheory.volume θ₀ π := by
    apply ContinuousOn.intervalIntegrable
    apply ContinuousOn.div continuousOn_const
    · unfold momentumTransfer
      fun_prop
    · intro θ hθ
      have := hs θ hθ
      unfold momentumTransfer
      positivity
  have hc : 0 ≤ Real.cos (θ₀ / 2) :=
    Real.cos_nonneg_of_mem_Icc ⟨by linarith [Real.pi_pos], by linarith⟩
  -- the square root is 2k cos(θ₀/2)
  have hr : Real.sqrt (4 * k ^ 2 - momentumTransfer k θ₀ ^ 2)
      = 2 * k * Real.cos (θ₀ / 2) := by
    rw [show 4 * k ^ 2 - momentumTransfer k θ₀ ^ 2 = (2 * k * Real.cos (θ₀ / 2)) ^ 2 by
      unfold momentumTransfer
      linear_combination (-4 * k ^ 2) * Real.sin_sq_add_cos_sq (θ₀ / 2)]
    exact Real.sqrt_sq (by positivity)
  have hs0 := (hs θ₀ Set.left_mem_uIcc).ne'
  unfold scatteringIntegral
  rw [intervalIntegral.integral_eq_sub_of_hasDerivAt hd hi, hr, Real.cos_pi_div_two,
    zero_div, neg_zero, zero_div, zero_sub, neg_div, neg_neg]
  unfold momentumTransfer
  field_simp
```

The filter `𝓝[>] 0` expresses q₀ → 0⁺. Close enough to zero, q₀ lies below 2k and the closed form applies; the limit follows from continuity of the square root.

```lean
/-- As the cutoff `q₀` tends to zero, `q₀` times the angular integral tends to `1/k`. -/
theorem scatteringIntegral_leading {k : ℝ} (hk : 0 < k) :
    Tendsto (fun q₀ => q₀ * scatteringIntegral k (cutoffAngle k q₀))
      (𝓝[>] 0) (𝓝 (1 / k)) := by
  have hc : Continuous (fun q : ℝ => Real.sqrt (4 * k ^ 2 - q ^ 2) / (2 * k ^ 2)) := by
    fun_prop
  have e : Real.sqrt (4 * k ^ 2 - 0 ^ 2) / (2 * k ^ 2) = 1 / k := by
    rw [show 4 * k ^ 2 - 0 ^ 2 = (2 * k) ^ 2 by ring, Real.sqrt_sq (by positivity)]
    field_simp
  rw [← e]
  refine ((hc.tendsto 0).mono_left nhdsWithin_le_nhds).congr' ?_
  filter_upwards [Ioo_mem_nhdsGT (show (0 : ℝ) < 2 * k by positivity)] with q hq
  obtain ⟨ha, hb, hm⟩ := cutoffAngle_spec hq.1 hq.2
  have hq0 : q ≠ 0 := hq.1.ne'
  rw [scatteringIntegral_eq hk ha hb.le hm]
  field_simp
```

Divergence follows by writing the integral as 1/q₀ times a quantity with the positive limit 1/k.

```lean
/-- The angular integral diverges as the momentum cutoff tends to zero. -/
theorem scatteringIntegral_diverges {k : ℝ} (hk : 0 < k) :
    Tendsto (fun q₀ => scatteringIntegral k (cutoffAngle k q₀)) (𝓝[>] 0) atTop := by
  refine (tendsto_inv_nhdsGT_zero.atTop_mul_pos (one_div_pos.2 hk)
    (scatteringIntegral_leading hk)).congr' ?_
  filter_upwards [self_mem_nhdsWithin] with q hq
  exact inv_mul_cancel_left₀ (ne_of_gt hq) _
```

The weighted result is stated with the factor 2k² moved to the left. The half-angle identity makes the integrand constant, so the integral is that constant times the width of the range.

```lean
/-- With the momentum-loss weight `1 - cos θ`, the angular integral of `1/q²` times
`2k²` is the width `π - θ₀` of the angular range. -/
theorem weighted_integral_eq {k θ₀ : ℝ} (hk : k ≠ 0) (h0 : 0 < θ₀) (h1 : θ₀ ≤ π) :
    2 * k ^ 2 * ∫ θ in θ₀..π, (1 - Real.cos θ) / momentumTransfer k θ ^ 2 = π - θ₀ := by
  have h : ∀ θ ∈ Set.uIcc θ₀ π,
      (1 - Real.cos θ) / momentumTransfer k θ ^ 2 = 1 / (2 * k ^ 2) := by
    intro θ hθ
    rw [Set.uIcc_of_le h1] at hθ
    have hs : Real.sin (θ / 2) ≠ 0 := (Real.sin_pos_of_pos_of_lt_pi
      (by linarith [hθ.1]) (by linarith [hθ.2, Real.pi_pos])).ne'
    have h2 := Real.cos_two_mul (θ / 2)
    rw [show 2 * (θ / 2) = θ by ring] at h2
    -- the weight is proportional to q²
    have hw : 1 - Real.cos θ = 2 * Real.sin (θ / 2) ^ 2 := by
      linear_combination -h2 - 2 * Real.sin_sq_add_cos_sq (θ / 2)
    unfold momentumTransfer
    rw [hw, div_eq_div_iff (by positivity) (by positivity)]
    ring
  rw [intervalIntegral.integral_congr h, intervalIntegral.integral_const, smul_eq_mul]
  field_simp

end

end FlexuralScattering
```

```lean
#print axioms FlexuralScattering.mirror_selection_rule
-- 'FlexuralScattering.mirror_selection_rule' depends on axioms: [propext, Classical.choice, Quot.sound]
#print axioms FlexuralScattering.two_phonon_selection_rule
-- 'FlexuralScattering.two_phonon_selection_rule' depends on axioms: [propext, Classical.choice, Quot.sound]
#print axioms FlexuralScattering.scatteringIntegral_diverges
-- 'FlexuralScattering.scatteringIntegral_diverges' depends on axioms: [propext, Classical.choice, Quot.sound]
#print axioms FlexuralScattering.weighted_integral_eq
-- 'FlexuralScattering.weighted_integral_eq' depends on axioms: [propext, Classical.choice, Quot.sound]
```
